# Shapiro steps in the mean supercurrent of an ideally voltage-biased Josephson junction

**Q:** Which definitions and conventions are fixed before anything is proved?

**A:** The voltage across the junction is prescribed as a constant plus a cosine, and the time average of the supercurrent is sought. The answer involves $J_n(a)$, defined here by Bessel's integral, with integer order $n$ of either sign and real $a$.

```lean
import Mathlib

open Filter
open scoped Real Topology

namespace ShapiroSteps

noncomputable section

/-- The Bessel function of integer order, given by Bessel's integral. -/
def besselJ (n : ℤ) (a : ℝ) : ℝ :=
  (1 / (2 * π)) * ∫ t in (0 : ℝ)..(2 * π), Real.cos (n * t - a * Real.sin t)
```

The dc part of a signal is the limit of its average over $[0,T]$ as $T\to\infty$.

```lean
/-- The average of a signal over the time window from `0` to `T`. -/
def timeAverage (f : ℝ → ℝ) (T : ℝ) : ℝ := (1 / T) * ∫ t in (0 : ℝ)..T, f t
```

The calculation uses the phasor $p_{\nu,a}(t)=e^{i(\nu t+a\sin t)}$, with time in units where the drive period is $2\pi$.

```lean
/-- The phasor `exp (i (ν t + a sin t))` of a frequency-modulated oscillation. -/
def phasor (ν a t : ℝ) : ℂ :=
  Complex.exp (((ν * t + a * Real.sin t : ℝ) : ℂ) * Complex.I)
```

The physics enters through the voltage relation $\dot\varphi=(2e/\hbar)V$, where $\varphi$ is the phase difference across the junction and $2e$ the Cooper-pair charge.

```lean
/-- The Josephson voltage relation: the phase `φ` advances at the rate `2 e V / ħ`. -/
def IsJosephsonPhase (e hbar : ℝ) (V φ : ℝ → ℝ) : Prop :=
  ∀ t, HasDerivAt φ (2 * e / hbar * V t) t
```

**Q:** So the Josephson relations are assumed?

**A:** Yes. The voltage relation is a hypothesis on `φ`, and the supercurrent $I_c\sin\varphi$, with critical current $I_c$, is written into the theorems. Neither is derived from a microscopic model.

**Q:** Why should the average converge when $\nu$ is arbitrary?

**A:** One drive period multiplies the phasor by $q=e^{2\pi i\nu}$, because $\sin t$ is unchanged.

```lean
/-- The phasor is continuous in time, and over one drive period it gains the factor
`exp (2 π i ν)`. -/
theorem phasor_period (ν a : ℝ) : Continuous (phasor ν a) ∧ ∀ t, phasor ν a (t + 2 * π) =
    Complex.exp (((2 * π * ν : ℝ) : ℂ) * Complex.I) * phasor ν a t := by
  constructor
  · unfold phasor
    fun_prop
  · intro t
    rw [phasor, phasor, Real.sin_add_two_pi, ← Complex.exp_add]
    congr 1
    push_cast
    ring
```

Let $F(T)=\int_0^T p_{\nu,a}\,dt$. Splitting the integral at $2\pi$ and shifting the second part gives $F(T+2\pi)=F(2\pi)+qF(T)$.

```lean
/-- Extending the integration window by one drive period adds the one-period integral and
multiplies the old integral by `exp (2 π i ν)`. -/
theorem integral_phasor_shift (ν a T : ℝ) :
    ∫ t in (0 : ℝ)..(T + 2 * π), phasor ν a t = (∫ t in (0 : ℝ)..(2 * π), phasor ν a t) +
      Complex.exp (((2 * π * ν : ℝ) : ℂ) * Complex.I) * ∫ t in (0 : ℝ)..T, phasor ν a t := by
  obtain ⟨hc, hp⟩ := phasor_period ν a
  have h1 : ∫ t in (0 : ℝ)..T, phasor ν a (t + 2 * π) =
      ∫ t in (2 * π)..(T + 2 * π), phasor ν a t := by
    rw [intervalIntegral.integral_comp_add_right (phasor ν a), zero_add]
  simp only [hp, intervalIntegral.integral_const_mul] at h1
  rw [h1, intervalIntegral.integral_add_adjacent_intervals
    (hc.intervalIntegrable _ _) (hc.intervalIntegrable _ _)]
```

If $\nu$ is not an integer, then $q\neq1$. Put $K=F(2\pi)/(1-q)$. Then $F(T+2\pi)-K=q\,(F(T)-K)$, so $|F-K|$ is periodic. If $\nu=n$, then $q=1$, and with $r=F(2\pi)/2\pi$ the function $F(T)-rT$ is itself periodic. A continuous function with periodic modulus is bounded by its maximum over one period, so after division by $T$ it tends to $0$ as $T\to\infty$. Hence $F(T)/T$ tends to $0$ or to $r$.

```lean
/-- If a continuous signal has a modulus of period `2 π`, the signal divided by the elapsed time
tends to zero as that time grows. -/
theorem tendsto_div_of_periodic_norm (G : ℝ → ℂ) (hG : Continuous G)
    (hp : ∀ T, ‖G (T + 2 * π)‖ = ‖G T‖) :
    Tendsto (fun T : ℝ => G T / (T : ℂ)) atTop (𝓝 0) := by
  obtain ⟨C, hC⟩ := (isCompact_Icc (a := (0 : ℝ)) (b := 2 * π)).exists_bound_of_continuousOn
    hG.continuousOn
  have hper : Function.Periodic (fun T => ‖G T‖) (2 * π) := hp
  have hb : ∀ T, ‖G T‖ ≤ C := by
    intro T
    obtain ⟨y, hy, h⟩ := hper.exists_mem_Ico₀ Real.two_pi_pos T
    have h' : ‖G T‖ = ‖G y‖ := h
    rw [h']
    exact hC y ⟨hy.1, hy.2.le⟩
  have hlim : Tendsto (fun T : ℝ => C / T) atTop (𝓝 0) :=
    tendsto_const_nhds.div_atTop tendsto_id
  refine squeeze_zero_norm' ?_ hlim
  filter_upwards [eventually_gt_atTop (0 : ℝ)] with T hT
  rw [norm_div, Complex.norm_real, Real.norm_eq_abs, abs_of_pos hT]
  have := hb T
  gcongr
```

**Q:** Where does $(-1)^n$ come from?

**A:** From a half-period shift: $p_{n,a}(t+\pi)=(-1)^n p_{n,-a}(t)$. The reflection $t\to2\pi-t$ turns $p_{n,-a}$ into its complex conjugate, so only the cosine survives:
$$F(2\pi)=(-1)^n\int_0^{2\pi}\cos(nt-a\sin t)\,dt=2\pi(-1)^nJ_n(a).$$
In Lean, `hshift` is the shift and `hs` the reflection; `linear_combination` assembles them.

```lean
/-- At integer frequency `n` the phasor integrates over one period to `2 π (-1)^n J_n(a)`. -/
theorem integral_phasor_int (n : ℤ) (a : ℝ) :
    ∫ t in (0 : ℝ)..(2 * π), phasor n a t = ((2 * π * ((-1) ^ n * besselJ n a) : ℝ) : ℂ) := by
  have hc := (phasor_period n (-a)).1
  have hone : Complex.exp ((n : ℂ) * (2 * π * Complex.I)) = 1 :=
    Complex.exp_int_mul_two_pi_mul_I n
  -- reflection in time leaves only the cosine
  have hs : ∀ t, phasor n (-a) t + phasor n (-a) (2 * π - t) =
      ((2 * Real.cos (n * t - a * Real.sin t) : ℝ) : ℂ) := by
    intro t
    have h1 : phasor n (-a) (2 * π - t) =
        Complex.exp (-((n * t - a * Real.sin t : ℝ) : ℂ) * Complex.I) := by
      calc phasor n (-a) (2 * π - t) = Complex.exp (-((n * t - a * Real.sin t : ℝ) : ℂ) *
            Complex.I + (n : ℂ) * (2 * π * Complex.I)) := by
            rw [phasor, Real.sin_two_pi_sub]
            congr 1
            push_cast
            ring
        _ = _ := by rw [Complex.exp_add, hone, mul_one]
    have h2 : phasor n (-a) t =
        Complex.exp (((n * t - a * Real.sin t : ℝ) : ℂ) * Complex.I) := by
      rw [phasor]
      congr 3
      ring
    rw [h1, h2, Complex.ofReal_mul, Complex.ofReal_cos, Complex.cos, Complex.ofReal_ofNat]
    ring
  have hr : ∫ t in (0 : ℝ)..(2 * π), phasor n (-a) (2 * π - t) =
      ∫ t in (0 : ℝ)..(2 * π), phasor n (-a) t := by
    rw [intervalIntegral.integral_comp_sub_left (phasor n (-a)), sub_self, sub_zero]
  have key : ∫ t in (0 : ℝ)..(2 * π), (phasor n (-a) t + phasor n (-a) (2 * π - t)) =
      (∫ t in (0 : ℝ)..(2 * π), phasor n (-a) t) +
        ∫ t in (0 : ℝ)..(2 * π), phasor n (-a) (2 * π - t) :=
    intervalIntegral.integral_add (hc.intervalIntegrable _ _)
      ((hc.comp (continuous_const.sub continuous_id)).intervalIntegrable _ _)
  simp only [hs] at key
  rw [hr, intervalIntegral.integral_ofReal, intervalIntegral.integral_const_mul,
    Complex.ofReal_mul, Complex.ofReal_ofNat] at key
  have hJ : 2 * π * besselJ n a =
      ∫ t in (0 : ℝ)..(2 * π), Real.cos (n * t - a * Real.sin t) := by
    rw [besselJ, ← mul_assoc, mul_one_div_cancel Real.two_pi_pos.ne', one_mul]
  -- a shift by half a period reverses the modulation and gives the sign
  have hshift : ∀ t, phasor n a (t + π) = (-1) ^ n * phasor n (-a) t := by
    intro t
    rw [← Complex.exp_pi_mul_I, ← Complex.exp_int_mul, phasor, phasor, Real.sin_add_pi,
      ← Complex.exp_add]
    congr 1
    push_cast
    ring
  have hp : Function.Periodic (phasor n a) (2 * π) := by
    intro t
    rw [(phasor_period n a).2, show ((2 * π * (n : ℝ) : ℝ) : ℂ) * Complex.I =
      (n : ℂ) * (2 * π * Complex.I) by push_cast; ring, hone, one_mul]
  have h1 : ∫ t in (0 : ℝ)..(2 * π), phasor n a (t + π) =
      ∫ t in (0 : ℝ)..(2 * π), phasor n a t := by
    have h := hp.intervalIntegral_add_eq π 0
    rw [zero_add] at h
    rw [intervalIntegral.integral_comp_add_right (phasor n a), zero_add, add_comm (2 * π) π, h]
  simp only [hshift, intervalIntegral.integral_const_mul] at h1
  rw [← h1, show 2 * π * ((-1) ^ n * besselJ n a) = (-1) ^ n * (2 * π * besselJ n a) by ring,
    hJ, Complex.ofReal_mul, Complex.ofReal_zpow, Complex.ofReal_neg, Complex.ofReal_one]
  linear_combination (-1 / 2) * (-1 : ℂ) ^ n * key
```

To recover the sine, multiply by $e^{i\varphi_0}$, with $\varphi_0$ the initial phase, and take the imaginary part, which commutes with the integral.

```lean
/-- If the averaged phasor tends to `L`, the averaged sine with phase offset `φ₀` tends to the
imaginary part of `exp (i φ₀) L`. -/
theorem average_of_phasor (φ₀ ν a : ℝ) (L : ℂ)
    (h : Tendsto (fun T : ℝ => (∫ t in (0 : ℝ)..T, phasor ν a t) / (T : ℂ)) atTop (𝓝 L)) :
    Tendsto (timeAverage fun t => Real.sin (φ₀ + ν * t + a * Real.sin t)) atTop
      (𝓝 (Complex.exp (φ₀ * Complex.I) * L).im) := by
  refine ((Complex.continuous_im.tendsto _).comp
    (h.const_mul (Complex.exp (φ₀ * Complex.I)))).congr fun T => ?_
  have hcont : Continuous fun t => Complex.exp (φ₀ * Complex.I) * phasor ν a t :=
    continuous_const.mul (phasor_period ν a).1
  have hi : ∫ t in (0 : ℝ)..T, Complex.imCLM (Complex.exp (φ₀ * Complex.I) * phasor ν a t) =
      Complex.imCLM (∫ t in (0 : ℝ)..T, Complex.exp (φ₀ * Complex.I) * phasor ν a t) :=
    Complex.imCLM.intervalIntegral_comp_comm (hcont.intervalIntegrable 0 T)
  have hpt : ∀ t, Complex.imCLM (Complex.exp (φ₀ * Complex.I) * phasor ν a t) =
      Real.sin (φ₀ + ν * t + a * Real.sin t) := by
    intro t
    have harg : (φ₀ : ℂ) * Complex.I + ((ν * t + a * Real.sin t : ℝ) : ℂ) * Complex.I =
        ((φ₀ + ν * t + a * Real.sin t : ℝ) : ℂ) * Complex.I := by
      push_cast
      ring
    rw [Complex.imCLM_apply, phasor, ← Complex.exp_add, harg, Complex.exp_ofReal_mul_I_im]
  simp only [hpt, intervalIntegral.integral_const_mul] at hi
  rw [Complex.imCLM_apply] at hi
  rw [timeAverage, hi, ← Complex.im_ofReal_mul, Function.comp_apply]
  congr 1
  rw [Complex.ofReal_div, Complex.ofReal_one]
  ring
```

Since $r=(-1)^nJ_n(a)$ is real, $\operatorname{Im}(e^{i\varphi_0}r)=r\sin\varphi_0$. The next theorem combines this with the two cases above.

```lean
/-- The average of `sin (φ₀ + ν t + a sin t)` tends to `(-1)^n J_n(a) sin φ₀` when `ν` is an
integer `n`, and to zero when `ν` is not an integer. -/
theorem average_modulated_sine (φ₀ ν a : ℝ) :
    (∀ n : ℤ, ν = n → Tendsto (timeAverage fun t => Real.sin (φ₀ + ν * t + a * Real.sin t))
      atTop (𝓝 ((-1) ^ n * besselJ n a * Real.sin φ₀))) ∧
    ((∀ n : ℤ, ν ≠ n) → Tendsto (timeAverage fun t => Real.sin (φ₀ + ν * t + a * Real.sin t))
      atTop (𝓝 0)) := by
  have hF : Continuous fun T : ℝ => ∫ t in (0 : ℝ)..T, phasor ν a t :=
    intervalIntegral.continuous_primitive
      (fun x y => (phasor_period ν a).1.intervalIntegrable x y) 0
  constructor
  · rintro n rfl
    set r : ℝ := (-1) ^ n * besselJ n a with hr
    have hq : Complex.exp (((2 * π * (n : ℝ) : ℝ) : ℂ) * Complex.I) = 1 := by
      rw [← Complex.exp_int_mul_two_pi_mul_I n]
      congr 1
      push_cast
      ring
    -- removing the linear drift leaves a periodic function
    have hG := tendsto_div_of_periodic_norm
      (fun T : ℝ => (∫ t in (0 : ℝ)..T, phasor n a t) - (T : ℂ) * (r : ℂ))
      (hF.sub (Complex.continuous_ofReal.mul continuous_const)) (fun T => by
        congr 1
        rw [integral_phasor_shift, hq, integral_phasor_int, ← hr]
        push_cast
        ring)
    have hL := hG.add_const (r : ℂ)
    rw [zero_add] at hL
    have h := average_of_phasor φ₀ n a r (hL.congr' (by
      filter_upwards [eventually_gt_atTop (0 : ℝ)] with T hT
      have hT' : (T : ℂ) ≠ 0 := Complex.ofReal_ne_zero.mpr hT.ne'
      rw [sub_div, mul_div_cancel_left₀ _ hT', sub_add_cancel]))
    rwa [mul_comm, Complex.im_ofReal_mul, Complex.exp_ofReal_mul_I_im] at h
  · intro hν
    set q := Complex.exp (((2 * π * ν : ℝ) : ℂ) * Complex.I) with hqdef
    have hq : 1 - q ≠ 0 := by
      intro h0
      obtain ⟨n, hn⟩ := Complex.exp_eq_one_iff.mp (sub_eq_zero.mp h0).symm
      have h2 : (ν : ℂ) = n := by
        apply mul_left_cancel₀ Complex.two_pi_I_ne_zero
        push_cast at hn
        linear_combination hn
      exact hν n (by exact_mod_cast h2)
    set K := (∫ t in (0 : ℝ)..(2 * π), phasor ν a t) / (1 - q) with hK
    have hK' : K * (1 - q) = ∫ t in (0 : ℝ)..(2 * π), phasor ν a t := div_mul_cancel₀ _ hq
    -- about the centre `K` the primitive only rotates from period to period
    have hG := tendsto_div_of_periodic_norm
      (fun T : ℝ => (∫ t in (0 : ℝ)..T, phasor ν a t) - K) (hF.sub continuous_const) (fun T => by
        have h : (∫ t in (0 : ℝ)..(T + 2 * π), phasor ν a t) - K =
            q * ((∫ t in (0 : ℝ)..T, phasor ν a t) - K) := by
          rw [integral_phasor_shift, ← hqdef, ← hK']
          ring
        rw [h, norm_mul, hqdef, Complex.norm_exp_ofReal_mul_I, one_mul])
    have hL := hG.add (tendsto_div_of_periodic_norm (fun _ => K) continuous_const fun _ => rfl)
    rw [add_zero] at hL
    have h := average_of_phasor φ₀ ν a 0 (hL.congr fun T => by ring)
    rwa [mul_zero, Complex.zero_im] at h
```

**Q:** That is still dimensionless. Where is the junction?

**A:** Take $V(t)=V_0+V_1\cos\omega t$, a dc voltage $V_0$ plus a drive of amplitude $V_1$ and angular frequency $\omega>0$. Integrating the voltage relation gives
$$\varphi(t)=\varphi(0)+\frac{2eV_0}{\hbar\omega}\,\omega t+\frac{2eV_1}{\hbar\omega}\sin\omega t.$$
Lean proves both directions: this function has the required derivative, and any other solution differs from it by a constant.

```lean
/-- Under the bias `V₀ + V₁ cos ωt`, the Josephson phases are exactly the functions
`φ(0) + (2eV₀/ħω) ωt + (2eV₁/ħω) sin ωt`. -/
theorem josephsonPhase_iff {e hbar V₀ V₁ ω : ℝ} (hω : 0 < ω) (φ : ℝ → ℝ) :
    IsJosephsonPhase e hbar (fun t => V₀ + V₁ * Real.cos (ω * t)) φ ↔
      ∀ t, φ t = φ 0 + 2 * e * V₀ / (hbar * ω) * (ω * t) +
        2 * e * V₁ / (hbar * ω) * Real.sin (ω * t) := by
  have hcancel : ∀ V : ℝ, 2 * e * V / (hbar * ω) * ω = 2 * e / hbar * V := by
    intro V
    rw [← div_div, div_mul_cancel₀ _ hω.ne']
    ring
  have hE : ∀ s, HasDerivAt (fun s => 2 * e * V₀ / (hbar * ω) * (ω * s) +
      2 * e * V₁ / (hbar * ω) * Real.sin (ω * s))
      (2 * e / hbar * (V₀ + V₁ * Real.cos (ω * s))) s := by
    intro s
    have hl : HasDerivAt (fun s : ℝ => ω * s) ω s :=
      ((hasDerivAt_id' s).const_mul ω).congr_deriv (mul_one ω)
    refine ((hl.const_mul _).fun_add (hl.sin.const_mul _)).congr_deriv ?_
    linear_combination hcancel V₀ + Real.cos (ω * s) * hcancel V₁
  constructor
  · intro h t
    have hD := fun s => ((h s).fun_sub (hE s)).congr_deriv (sub_self _)
    have hconst := is_const_of_deriv_eq_zero (fun s => (hD s).differentiableAt)
      (fun s => (hD s).deriv) t 0
    simp only [mul_zero, Real.sin_zero, add_zero, sub_zero] at hconst
    linarith
  · intro h t
    exact ((hE t).const_add (φ 0)).congr_of_eventuallyEq
      (Eventually.of_forall fun s => by rw [h s, add_assoc])
```

With $s=\omega t$, the average over $[0,T]$ becomes one over $[0,\omega T]$, which is `havg`. Now $\nu=2eV_0/\hbar\omega$ and $a=2eV_1/\hbar\omega$, so $\nu=n$ means $2eV_0=n\hbar\omega$. This theorem and the next one require $\hbar,\omega>0$; no sign is assumed for the other parameters.

```lean
/-- Shapiro steps: under the bias `V₀ + V₁ cos ωt` the mean supercurrent tends to
`Ic (-1)^n J_n(2eV₁/ħω) sin φ(0)` if `2eV₀ = nħω`, and to zero if no integer `n` satisfies this. -/
theorem shapiro_steps {e hbar V₀ V₁ ω : ℝ} (Ic : ℝ) (hh : 0 < hbar) (hω : 0 < ω) {φ : ℝ → ℝ}
    (hφ : IsJosephsonPhase e hbar (fun t => V₀ + V₁ * Real.cos (ω * t)) φ) :
    (∀ n : ℤ, 2 * e * V₀ = n * (hbar * ω) →
      Tendsto (timeAverage fun t => Ic * Real.sin (φ t)) atTop
        (𝓝 (Ic * ((-1) ^ n * besselJ n (2 * e * V₁ / (hbar * ω)) * Real.sin (φ 0))))) ∧
    ((∀ n : ℤ, 2 * e * V₀ ≠ n * (hbar * ω)) →
      Tendsto (timeAverage fun t => Ic * Real.sin (φ t)) atTop (𝓝 0)) := by
  have hne : hbar * ω ≠ 0 := (mul_pos hh hω).ne'
  have hform := (josephsonPhase_iff hω φ).mp hφ
  set ν := 2 * e * V₀ / (hbar * ω) with hν
  set a := 2 * e * V₁ / (hbar * ω)
  let f : ℝ → ℝ := fun s => Real.sin (φ 0 + ν * s + a * Real.sin s)
  -- measure time in units of the drive
  have havg : ∀ T, Ic * timeAverage f (ω * T) =
      timeAverage (fun t => Ic * Real.sin (φ t)) T := by
    intro T
    have hc : (fun t => Ic * Real.sin (φ t)) = fun t => Ic * f (ω * t) :=
      funext fun t => congrArg (fun x => Ic * Real.sin x) (hform t)
    rw [hc, timeAverage, timeAverage, intervalIntegral.integral_const_mul,
      intervalIntegral.integral_comp_mul_left f hω.ne', mul_zero, smul_eq_mul]
    ring
  have hT : Tendsto (fun T : ℝ => ω * T) atTop atTop := tendsto_id.const_mul_atTop hω
  obtain ⟨hon, hoff⟩ := average_modulated_sine (φ 0) ν a
  constructor
  · intro n hn
    exact (((hon n ((div_eq_iff hne).mpr hn)).comp hT).const_mul Ic).congr havg
  · intro hn
    have h := ((hoff fun n h => hn n ((div_eq_iff hne).mp h)).comp hT).const_mul Ic
    rw [mul_zero] at h
    exact h.congr havg
```

**Q:** An experimenter sees a plateau, not one current at one voltage.

**A:** In this model the plateau is the range of mean supercurrents available at that voltage. Let $B=I_c(-1)^nJ_n(a)$. The mean is $B\sin\varphi(0)$, so its size is at most $|B|$. Conversely, given $|I|\le|B|$ with $B\neq0$, choose $\varphi(0)=\arcsin(I/B)$; if $B=0$, only $I=0$ is possible and any phase serves.

```lean
/-- On the `n`-th step, a mean supercurrent `I` is attained by some Josephson phase exactly when
`|I| ≤ |Ic J_n(2eV₁/ħω)|`. -/
theorem shapiro_step_range {e hbar V₀ V₁ ω : ℝ} (Ic I : ℝ) (hh : 0 < hbar) (hω : 0 < ω)
    (n : ℤ) (hn : 2 * e * V₀ = n * (hbar * ω)) :
    (∃ φ, IsJosephsonPhase e hbar (fun t => V₀ + V₁ * Real.cos (ω * t)) φ ∧
      Tendsto (timeAverage fun t => Ic * Real.sin (φ t)) atTop (𝓝 I)) ↔
    |I| ≤ |Ic * besselJ n (2 * e * V₁ / (hbar * ω))| := by
  set J := besselJ n (2 * e * V₁ / (hbar * ω)) with hJ
  have hB : |Ic * ((-1) ^ n * J)| = |Ic * J| := by
    rw [abs_mul, abs_mul, abs_mul, abs_zpow, abs_neg, abs_one, one_zpow, one_mul]
  constructor
  · rintro ⟨φ, hφ, hI⟩
    rw [tendsto_nhds_unique hI ((shapiro_steps Ic hh hω hφ).1 n hn), ← hJ, ← mul_assoc,
      abs_mul, hB]
    exact mul_le_of_le_one_right (abs_nonneg _) (Real.abs_sin_le_one _)
  · intro h
    rw [← hB] at h
    set B := Ic * ((-1) ^ n * J) with hBdef
    have hle : |I / B| ≤ 1 := by
      rw [abs_div]
      exact div_le_one_of_le₀ h (abs_nonneg _)
    have hBI : B * (I / B) = I := by
      by_cases h0 : B = 0
      · have hI : I = 0 := by
          rw [h0, abs_zero] at h
          exact abs_nonpos_iff.mp h
        rw [hI, zero_div, mul_zero]
      · exact mul_div_cancel₀ I h0
    -- choose the initial phase that carries the requested current
    let φ : ℝ → ℝ := fun t => Real.arcsin (I / B) + 2 * e * V₀ / (hbar * ω) * (ω * t) +
      2 * e * V₁ / (hbar * ω) * Real.sin (ω * t)
    have h0 : φ 0 = Real.arcsin (I / B) := by simp [φ]
    have hφ : IsJosephsonPhase e hbar (fun t => V₀ + V₁ * Real.cos (ω * t)) φ :=
      (josephsonPhase_iff hω φ).mpr fun t => by rw [h0]
    refine ⟨φ, hφ, ?_⟩
    have hlim := (shapiro_steps Ic hh hω hφ).1 n hn
    rwa [h0, Real.sin_arcsin (abs_le.mp hle).1 (abs_le.mp hle).2, ← hJ, ← mul_assoc,
      ← hBdef, hBI] at hlim

end

end ShapiroSteps
```

```lean
#print axioms ShapiroSteps.shapiro_steps
#print axioms ShapiroSteps.shapiro_step_range
```

```
'ShapiroSteps.shapiro_steps' depends on axioms: [propext, Classical.choice, Quot.sound]
'ShapiroSteps.shapiro_step_range' depends on axioms: [propext, Classical.choice, Quot.sound]
```

**Q:** What if the current is prescribed instead?

**A:** With a shunt resistance $R$, one would solve $I(t)=I_c\sin\varphi+(\hbar/2eR)\,\dot\varphi$. The dc voltage becomes an output of a nonlinear equation, and the Bessel formula no longer gives the step widths in general. The present model also omits capacitance, quasiparticle current and noise.

**Q:** And in a simulation?

**A:** For this noiseless, voltage-biased model, the result gives a test of a code that integrates $\varphi$ and averages $I_c\sin\varphi$. The theorem `shapiro_steps` gives only the limit, but the recursion for $F$ says more: on a step, averaging over whole drive periods from $t=0$ already gives the limiting value, up to numerical error. Close to a step but not on it, the average over a window much shorter than the slow beat period $2\pi/(\omega|\nu-n|)$ can be far from its limit $0$; a window of many beat periods brings it near $0$.
